# Positive semidefinite block matrices and the generalized Schur complement

## Eliminating orbitals at a trial energy

In downfolding, some of the orbitals are eliminated from a Hamiltonian matrix $H$ at a trial energy $E$ by inverting their block of $H-E$. If $E$ is an eigenvalue of their block of $H$, that inverse does not exist, but the same formula can be written with a pseudoinverse. The smaller matrix that results can still be used to test whether $H-E$ is positive semidefinite, if the test also checks that the eliminated block of $H-E$ is positive semidefinite and that the coupling between the two spaces meets one condition.

Write the shifted matrix in an orthonormal basis as

$$M=\begin{pmatrix}A&B\\B^*&D\end{pmatrix},$$

where $A$ belongs to the eliminated orbitals, $D$ to the retained ones, $B$ is the coupling and the star is the conjugate transpose. Positive semidefiniteness of $M$ means that $E$ lies at or below the lowest eigenvalue of $H$. For a finite matrix and a fixed $E$, the criterion below therefore tests a lower bound on the spectrum.

## The criterion and its coupling condition

Let $X$ satisfy $AXA=A$, and define the generalized Schur complement $S=D-B^*XB$. Then

$$M\ge 0\quad\Longleftrightarrow\quad A\ge 0,\quad AXB=B,\quad S\ge 0 .$$

The Penrose inverse of $A$ is one such $X$. It also satisfies $XAX=X$ and makes $AX$ and $XA$ Hermitian, but the criterion needs only the first equation.

The condition $AXB=B$ says that the columns of $B$ lie in the range of $A$. For Hermitian $A$ this means that a zero mode of the eliminated block does not couple to the retained orbitals. If $A$ is invertible, then $X=A^{-1}$ and the condition holds automatically.

## Zero modes do not couple

Suppose $M\ge0$. Vectors supported on one block show that $A\ge0$ and $D\ge0$. Let $Av=0$ and put $z=(v,0)$, so that $z^*Mz=v^*Av=0$. For any vector $u$ and real $t$,

$$0\le (z+tu)^*M(z+tu)=2t\,\mathrm{Re}(u^*Mz)+t^2u^*Mu .$$

This holds for small $t$ of both signs, so $\mathrm{Re}(u^*Mz)=0$. The choice $u=Mz$ gives $Mz=0$, whose lower component is $B^*v=0$.

Let $1$ denote the identity matrix. Since $A(1-XA)=A-AXA=0$, every column of $1-XA$ is a zero mode of $A$. Hence $B^*(1-XA)=0$, or $B^*=B^*XA$. The adjoint of this equation is $B=AX^*B$, because $A$ is Hermitian. It follows that

$$AXB=AX(AX^*B)=(AXA)X^*B=AX^*B=B .$$

## Completing the square

Now let $A$ be Hermitian with $AXB=B$. For eliminated amplitudes $x$ and retained amplitudes $y$, set $w=XBy$. Then $Aw=By$, and the adjoint gives $w^*A=y^*B^*$. Therefore

$$(x+w)^*A(x+w)=x^*Ax+x^*By+y^*B^*x+y^*B^*XBy .$$

Adding $y^*Sy=y^*Dy-y^*B^*XBy$ cancels the last term:

$$\begin{pmatrix}x\\y\end{pmatrix}^{*}M\begin{pmatrix}x\\y\end{pmatrix}=(x+w)^*A(x+w)+y^*Sy .$$

If $M\ge0$, the choice $x=-w$ gives $y^*Sy\ge0$. Conversely, if $A\ge0$ and $S\ge0$, both terms on the right are nonnegative.

Hermiticity of the matrices also has to be checked. From $(XB)^*A=(AXB)^*=B^*$ we get $B^*XB=(XB)^*A(XB)$, which is Hermitian even if $X$ is not. Thus $S$ is Hermitian exactly when $D$ is, and the equivalence follows without assuming beforehand that $A$ or $D$ is Hermitian.

## The minimum, and the choice of inverse

For $M\ge0$, the same identity shows that $y^*Sy$ is the minimum of the quadratic form over all $x$ at fixed $y$, attained at $x=-XBy$. Since $y$ is held fixed and the full vector is not normalised, the minimum is not in general an eigenvalue of $M$. The expectation value in a nonzero state $z$ is $z^*Mz/z^*z$, which has the same sign as $z^*Mz$.

When $A$ is Hermitian and $AXB=B$, the matrix $S$ does not depend on the generalized inverse chosen. If $AYA=A$ as well, then

$$B^*YB=(XB)^*AYA(XB)=(XB)^*A(XB)=B^*XB .$$

With one orbital in each space, take $A=X=0$ and $B=D=1$. Then $A\ge0$ and $S=1\ge0$, but $AXB=0\ne B$. At $(x,y)=(-1,1)$ the quadratic form of $M$ is $-1$, an expectation value of $-1/2$ after normalisation. The two positivity conditions alone are therefore not enough.

## How the Lean statement encodes the model

The finite types `m` and `n` label the eliminated and retained orbitals, and either may be empty. The sum type `m ⊕ n` labels the full space, and `Sum.elim x y` is the vector $(x,y)$. `blockHamiltonian A B D` is $M$, with `Bᴴ` for $B^*$ in the lower left corner; `downfolded D B X` is $S$, and `energy M z` is the unnormalised form $z^*Mz$. With $M=H-E$ and a normalised $z$, it is the expectation value of $H$ measured relative to $E$.

`PosSemidef` includes Hermiticity. In the order on the complex numbers used here, $0\le c$ means that $c$ is real and nonnegative, so `IsLeast` describes an attained minimum in the usual sense.

The main theorem, `posSemidef_iff`, takes `A * X * A = A` as its only hypothesis. `posSemidef_iff_penrose` assumes the four equations of `IsPenroseInverse` instead. In both, $X$ is given and not constructed. The matrices are finite and the equalities exact, so the effect of a numerical cutoff on small eigenvalues is not covered.

## The complete Lean file

```lean
import Mathlib

open Matrix
open scoped ComplexOrder

namespace GeneralizedSchurComplement

noncomputable section

variable {m n : Type*} [Fintype m] [Fintype n]

/-- The Hamiltonian of two coupled orbital spaces, with diagonal blocks `A` and `D` and
coupling `B`. -/
def blockHamiltonian (A : Matrix m m ℂ) (B : Matrix m n ℂ) (D : Matrix n n ℂ) :
    Matrix (m ⊕ n) (m ⊕ n) ℂ :=
  fromBlocks A B Bᴴ D

/-- The generalized Schur complement `D - Bᴴ X B`: the block `D` corrected for the
eliminated space through the generalized inverse `X`. -/
def downfolded (D : Matrix n n ℂ) (B : Matrix m n ℂ) (X : Matrix m m ℂ) : Matrix n n ℂ :=
  D - Bᴴ * X * B

/-- The quadratic form `z* M z` of a matrix `M` at the amplitudes `z`. -/
def energy (M : Matrix n n ℂ) (z : n → ℂ) : ℂ :=
  star z ⬝ᵥ M *ᵥ z

/-- The four Penrose equations for `X` to be the Penrose inverse of `A`. -/
structure IsPenroseInverse (A X : Matrix m m ℂ) : Prop where
  inner : A * X * A = A
  outer : X * A * X = X
  left_hermitian : (A * X)ᴴ = A * X
  right_hermitian : (X * A)ᴴ = X * A

omit [Fintype n] in
/-- For Hermitian `A`, the condition `A X B = B` has the adjoint form `(X B)ᴴ A = Bᴴ`. -/
theorem coupling_adjoint {A X : Matrix m m ℂ} {B : Matrix m n ℂ}
    (hA : A.IsHermitian) (hR : A * X * B = B) : (X * B)ᴴ * A = Bᴴ := by
  calc (X * B)ᴴ * A = (A * X * B)ᴴ := by
        rw [Matrix.mul_assoc A X B, conjTranspose_mul A, hA.eq]
    _ = Bᴴ := by rw [hR]

/-- In a positive semidefinite block Hamiltonian the coupling satisfies `A X B = B` for every
`X` with `A X A = A`. -/
theorem coupling_in_range {A X : Matrix m m ℂ} {B : Matrix m n ℂ} {D : Matrix n n ℂ}
    (hX : A * X * A = A) (hM : (blockHamiltonian A B D).PosSemidef) : A * X * B = B := by
  classical
  have hA : A.PosSemidef := hM.submatrix Sum.inl
  -- a zero mode of `A` has zero energy in the full space, so it cannot couple
  have hk : ∀ v : m → ℂ, A *ᵥ v = 0 → Bᴴ *ᵥ v = 0 := by
    intro v hv
    have h0 : blockHamiltonian A B D *ᵥ Sum.elim v 0 = 0 := by
      rw [← hM.dotProduct_mulVec_zero_iff]
      simp [blockHamiltonian, fromBlocks_mulVec, hv, dotProduct, Fintype.sum_sum_type]
    funext i
    have h1 := congrFun h0 (Sum.inr i)
    simpa [blockHamiltonian, fromBlocks_mulVec] using h1
  -- the columns of `1 - X A` are zero modes of `A`
  have hAN : A * (1 - X * A) = 0 := by
    rw [Matrix.mul_sub, Matrix.mul_one, ← Matrix.mul_assoc, hX, sub_self]
  have hN : Bᴴ * (1 - X * A) = 0 := by
    ext i j
    have hcol : A *ᵥ (fun k => (1 - X * A) k j) = 0 := by
      funext l
      exact congrFun (congrFun hAN l) j
    exact congrFun (hk _ hcol) i
  rw [Matrix.mul_sub, Matrix.mul_one, sub_eq_zero] at hN
  have hB := congrArg conjTranspose hN
  rw [conjTranspose_mul, conjTranspose_mul, conjTranspose_conjTranspose,
    hA.isHermitian.eq] at hB
  calc A * X * B = A * X * (A * Xᴴ * B) := by rw [← hB]
    _ = (A * X * A) * Xᴴ * B := by simp only [Matrix.mul_assoc]
    _ = B := by rw [hX, ← hB]

/-- Completing the square, for Hermitian `A` and `A X B = B`: the energy of the coupled system is
the energy of `A` at the shifted amplitudes `x + X B y` plus the downfolded energy of `y`. -/
theorem energy_complete_square {A X : Matrix m m ℂ} {B : Matrix m n ℂ} (D : Matrix n n ℂ)
    (hA : A.IsHermitian) (hR : A * X * B = B) (x : m → ℂ) (y : n → ℂ) :
    energy (blockHamiltonian A B D) (Sum.elim x y) =
      energy A (x + (X * B) *ᵥ y) + energy (downfolded D B X) y := by
  have hS : downfolded D B X *ᵥ y = D *ᵥ y - Bᴴ *ᵥ ((X * B) *ᵥ y) := by
    rw [downfolded, Matrix.sub_mulVec, Matrix.mulVec_mulVec, Matrix.mul_assoc]
  have hw : A *ᵥ ((X * B) *ᵥ y) = B *ᵥ y := by
    rw [Matrix.mulVec_mulVec, ← Matrix.mul_assoc, hR]
  have hE : energy (blockHamiltonian A B D) (Sum.elim x y) =
      star x ⬝ᵥ (A *ᵥ x + B *ᵥ y) + star y ⬝ᵥ (Bᴴ *ᵥ x + D *ᵥ y) := by
    simp [energy, blockHamiltonian, fromBlocks_mulVec, dotProduct, Fintype.sum_sum_type]
  rw [hE, energy, energy, hS]
  generalize (X * B) *ᵥ y = w at hw ⊢
  -- move `A` onto the shift `w`, where it acts as the coupling
  have hv : star w ᵥ* A = star y ᵥ* Bᴴ := by
    rw [← Matrix.star_mulVec B y, ← hw, Matrix.star_mulVec, hA.eq]
  have key : ∀ u : m → ℂ, star w ⬝ᵥ A *ᵥ u = star y ⬝ᵥ Bᴴ *ᵥ u := by
    intro u
    rw [Matrix.dotProduct_mulVec, Matrix.dotProduct_mulVec, hv]
  rw [star_add, Matrix.mulVec_add, add_dotProduct, dotProduct_add, dotProduct_add,
    dotProduct_add, dotProduct_add, dotProduct_sub, key x, key w, hw]
  ring

/-- A block Hamiltonian is positive semidefinite exactly when `A` is, the coupling satisfies
`A X B = B`, and the generalized Schur complement is; `X` is any matrix with `A X A = A`. -/
theorem posSemidef_iff {A X : Matrix m m ℂ} (B : Matrix m n ℂ) (D : Matrix n n ℂ)
    (hX : A * X * A = A) :
    (blockHamiltonian A B D).PosSemidef ↔
      A.PosSemidef ∧ A * X * B = B ∧ (downfolded D B X).PosSemidef := by
  -- the correction `Bᴴ X B` is Hermitian although `X` need not be
  have hC : A.IsHermitian → A * X * B = B → (Bᴴ * X * B).IsHermitian := by
    intro hA hR
    have e : Bᴴ * X * B = (X * B)ᴴ * A * (X * B) := by
      rw [coupling_adjoint hA hR, Matrix.mul_assoc]
    rw [e]
    exact isHermitian_conjTranspose_mul_mul _ hA
  constructor
  · intro hM
    have hA : A.PosSemidef := hM.submatrix Sum.inl
    have hD : D.PosSemidef := hM.submatrix Sum.inr
    have hR := coupling_in_range hX hM
    refine ⟨hA, hR, PosSemidef.of_dotProduct_mulVec_nonneg
      (hD.isHermitian.sub (hC hA.isHermitian hR)) fun y => ?_⟩
    -- choose the eliminated amplitudes that cancel the shift
    have h := energy_complete_square D hA.isHermitian hR (-((X * B) *ᵥ y)) y
    have h0 : energy A (-((X * B) *ᵥ y) + (X * B) *ᵥ y) = 0 := by simp [energy]
    rw [h0, zero_add] at h
    change 0 ≤ energy (downfolded D B X) y
    rw [← h]
    exact hM.dotProduct_mulVec_nonneg _
  · rintro ⟨hA, hR, hS⟩
    have hD : D.IsHermitian := by
      have h := hS.isHermitian.add (hC hA.isHermitian hR)
      have e : downfolded D B X + Bᴴ * X * B = D := sub_add_cancel _ _
      rwa [e] at h
    refine PosSemidef.of_dotProduct_mulVec_nonneg
      (IsHermitian.fromBlocks hA.isHermitian rfl hD) fun z => ?_
    have h := energy_complete_square D hA.isHermitian hR (z ∘ Sum.inl) (z ∘ Sum.inr)
    rw [Sum.elim_comp_inl_inr] at h
    change 0 ≤ energy (blockHamiltonian A B D) z
    rw [h]
    exact add_nonneg (hA.dotProduct_mulVec_nonneg _) (hS.dotProduct_mulVec_nonneg _)

/-- The positivity criterion with `X` the Penrose inverse of `A`. -/
theorem posSemidef_iff_penrose {A X : Matrix m m ℂ} (B : Matrix m n ℂ) (D : Matrix n n ℂ)
    (hX : IsPenroseInverse A X) :
    (blockHamiltonian A B D).PosSemidef ↔
      A.PosSemidef ∧ A * X * B = B ∧ (downfolded D B X).PosSemidef :=
  posSemidef_iff B D hX.inner

/-- For a positive semidefinite block Hamiltonian and any `X` with `A X A = A`, the downfolded
energy of `y` is the least energy reached when the eliminated amplitudes `x` vary freely. -/
theorem downfolded_energy_isLeast {A X : Matrix m m ℂ} {B : Matrix m n ℂ} {D : Matrix n n ℂ}
    (hX : A * X * A = A) (hM : (blockHamiltonian A B D).PosSemidef) (y : n → ℂ) :
    IsLeast (Set.range fun x : m → ℂ => energy (blockHamiltonian A B D) (Sum.elim x y))
      (energy (downfolded D B X) y) := by
  obtain ⟨hA, hR, -⟩ := (posSemidef_iff B D hX).1 hM
  constructor
  · refine ⟨-((X * B) *ᵥ y), ?_⟩
    change energy (blockHamiltonian A B D) (Sum.elim (-((X * B) *ᵥ y)) y) = _
    rw [energy_complete_square D hA.isHermitian hR]
    simp [energy]
  · rintro _ ⟨x, rfl⟩
    change _ ≤ energy (blockHamiltonian A B D) (Sum.elim x y)
    rw [energy_complete_square D hA.isHermitian hR]
    exact le_add_of_nonneg_left (hA.dotProduct_mulVec_nonneg _)

/-- For Hermitian `A` and `A X B = B`, replacing `X` by any `Y` with `A Y A = A` leaves the
downfolded matrix unchanged. -/
theorem downfolded_unique {A X Y : Matrix m m ℂ} {B : Matrix m n ℂ} (D : Matrix n n ℂ)
    (hA : A.IsHermitian) (hR : A * X * B = B) (hY : A * Y * A = A) :
    downfolded D B Y = downfolded D B X := by
  have hB := coupling_adjoint hA hR
  have e : Bᴴ * Y * B = Bᴴ * X * B := by
    calc Bᴴ * Y * B = ((X * B)ᴴ * A) * Y * (A * X * B) := by rw [hB, hR]
      _ = (X * B)ᴴ * (A * Y * A) * (X * B) := by simp only [Matrix.mul_assoc]
      _ = Bᴴ * X * B := by rw [hY, hB, ← Matrix.mul_assoc]
  rw [downfolded, downfolded, e]

/-- The singular two-orbital matrix with all entries `1` has the Penrose inverse with all
entries `1/4`. -/
theorem isPenroseInverse_witness :
    IsPenroseInverse (!![1, 1; 1, 1] : Matrix (Fin 2) (Fin 2) ℂ)
      !![1/4, 1/4; 1/4, 1/4] := by
  constructor <;> ext i j <;> fin_cases i <;> fin_cases j <;>
    simp [Matrix.mul_apply, Fin.sum_univ_succ] <;> norm_num

/-- The condition `A X B = B` cannot be dropped: with one orbital in each space, `A = X = 0` and
`B = D = 1`, both `A` and the Schur complement are positive semidefinite but the block
Hamiltonian is not. -/
theorem range_condition_needed :
    IsPenroseInverse (0 : Matrix (Fin 1) (Fin 1) ℂ) 0 ∧
      (0 : Matrix (Fin 1) (Fin 1) ℂ).PosSemidef ∧
      (downfolded (1 : Matrix (Fin 1) (Fin 1) ℂ) (1 : Matrix (Fin 1) (Fin 1) ℂ) 0).PosSemidef ∧
      ¬ (blockHamiltonian (0 : Matrix (Fin 1) (Fin 1) ℂ) 1
        (1 : Matrix (Fin 1) (Fin 1) ℂ)).PosSemidef := by
  have hP : IsPenroseInverse (0 : Matrix (Fin 1) (Fin 1) ℂ) 0 := by
    constructor <;> simp
  refine ⟨hP, PosSemidef.zero, ?_, fun h => ?_⟩
  · have e : downfolded (1 : Matrix (Fin 1) (Fin 1) ℂ) (1 : Matrix (Fin 1) (Fin 1) ℂ) 0 = 1 := by
      simp [downfolded]
    rw [e]
    exact PosSemidef.one
  · have h1 := coupling_in_range hP.inner h
    have h2 := congrFun (congrFun h1 0) 0
    simp at h2

end

end GeneralizedSchurComplement
```

```lean
#print axioms GeneralizedSchurComplement.posSemidef_iff
#print axioms GeneralizedSchurComplement.posSemidef_iff_penrose
#print axioms GeneralizedSchurComplement.downfolded_unique
#print axioms GeneralizedSchurComplement.range_condition_needed
```

```
'GeneralizedSchurComplement.posSemidef_iff' depends on axioms: [propext, Classical.choice, Quot.sound]
'GeneralizedSchurComplement.posSemidef_iff_penrose' depends on axioms: [propext, Classical.choice, Quot.sound]
'GeneralizedSchurComplement.downfolded_unique' depends on axioms: [propext, Classical.choice, Quot.sound]
'GeneralizedSchurComplement.range_condition_needed' depends on axioms: [propext, Classical.choice, Quot.sound]
```

## How the proof follows the algebra

`coupling_adjoint` proves $(XB)^*A=B^*$, the identity behind both the Hermiticity of the correction and the independence of the inverse.

`coupling_in_range` carries out the zero-mode argument. Its step `hk` takes from Mathlib the fact that a positive semidefinite matrix annihilates every vector of zero quadratic form, then reads off the lower component. `hAN` shows that the columns of $1-XA$ are zero modes, and `hN` applies `hk` to each column. The closing `calc` is the chain that ends in $AXB=B$.

`energy_complete_square` expands the block form in `hE` and replaces $XBy$ by a single vector `w`, keeping the relation $Aw=By$. The step `key` moves $A$ from `w` onto the coupling, as in $w^*Au=y^*B^*u$. Once the products are expanded, `ring` cancels the remaining terms.

In `posSemidef_iff`, the auxiliary statement `hC` supplies the Hermiticity of $B^*XB$. The forward direction gets $A\ge0$ and $D\ge0$ as submatrices of $M$, takes the coupling condition from `coupling_in_range`, and evaluates the square at $x=-XBy$. The reverse direction recovers the Hermiticity of $D$ from $D=S+B^*XB$ and adds two nonnegative terms. `posSemidef_iff_penrose` then passes on the first Penrose equation.

`downfolded_energy_isLeast` has two parts: the shift $x=-XBy$ attains the value, and the nonnegative term in $A$ makes it a lower bound. `downfolded_unique` is the computation with $Y$ given above.

The last two theorems are concrete cases. `isPenroseInverse_witness` checks the four equations entry by entry for a singular $2\times2$ matrix. `range_condition_needed` treats the one-orbital example: if $M$ were positive semidefinite, `coupling_in_range` would give $0=1$.
